# The two-electron Darwin and spin-spin contact terms see only the singlet part of an antisymmetric wave function

The delta function $\delta(\mathbf r_1-\mathbf r_2)$ is represented here by an operator $D$ on amplitudes over a discrete set $X$ of positions: it keeps the amplitudes with both electrons at the same position and sets all others to zero. On every two-electron function that is antisymmetric under exchange of the electrons, the two-electron Darwin and spin-spin contact terms of the Breit-Pauli Hamiltonian, in atomic units and without their common factor $\alpha^2$, then add up to $\pi D$, and $D$ gives zero if the function is also symmetric under exchange of the spins alone.

In Lean 4 with Mathlib:

```lean
import Mathlib

open scoped Real ComplexConjugate

namespace BreitPauliContact

noncomputable section

/-- Two-electron wave functions: amplitudes for the position and spin of each electron. -/
abbrev TwoElectron (X : Type*) := X × Fin 2 → X × Fin 2 → ℂ

/-- The three Pauli matrices. -/
def pauli : Fin 3 → Matrix (Fin 2) (Fin 2) ℂ :=
  ![!![0, 1; 1, 0], !![0, -Complex.I; Complex.I, 0], !![1, 0; 0, -1]]

/-- The spin matrices `s = σ / 2`, in units of `ħ`. -/
def spin (k : Fin 3) : Matrix (Fin 2) (Fin 2) ℂ := (1 / 2 : ℂ) • pauli k

variable {X : Type*}

/-- Component `k` of the spin of the first electron. -/
def spinOne (k : Fin 3) (ψ : TwoElectron X) : TwoElectron X :=
  fun a b => ∑ s, spin k a.2 s * ψ (a.1, s) b

/-- Component `k` of the spin of the second electron. -/
def spinTwo (k : Fin 3) (ψ : TwoElectron X) : TwoElectron X :=
  fun a b => ∑ t, spin k b.2 t * ψ a (b.1, t)

/-- The scalar product `s₁ · s₂` of the two electron spins. -/
def spinDot (ψ : TwoElectron X) : TwoElectron X :=
  fun a b => ∑ k, spinOne k (spinTwo k ψ) a b

/-- Exchange of the two spins, with the positions left in place. -/
def spinSwap (ψ : TwoElectron X) : TwoElectron X :=
  fun a b => ψ (a.1, b.2) (b.1, a.2)

/-- The Pauli principle: exchange of the two electrons changes the sign. -/
def Antisymmetric (ψ : TwoElectron X) : Prop := ∀ a b, ψ b a = -ψ a b

/-- The completeness relation of the Pauli matrices. -/
theorem pauli_completeness (s s' t t' : Fin 2) :
    ∑ k, pauli k s s' * pauli k t t' =
      (if s = t' ∧ t = s' then 2 else 0) - (if s = s' ∧ t = t' then 1 else 0) := by
  fin_cases s <;> fin_cases s' <;> fin_cases t <;> fin_cases t' <;>
    simp [pauli, Fin.sum_univ_three] <;> norm_num

/-- Dirac's identity: `s₁ · s₂` is half the spin exchange minus one quarter. -/
theorem spinDot_eq (ψ : TwoElectron X) :
    spinDot ψ = (1 / 2 : ℂ) • spinSwap ψ - (1 / 4 : ℂ) • ψ := by
  funext ⟨x, s⟩ ⟨y, t⟩
  -- collect the Pauli matrices in front of each amplitude
  have h : spinDot ψ (x, s) (y, t) = 1 / 4 * ∑ s', ∑ t',
      (∑ k, pauli k s s' * pauli k t t') * ψ (x, s') (y, t') := by
    simp only [spinDot, spinOne, spinTwo, spin, Matrix.smul_apply, smul_eq_mul,
      Fin.sum_univ_three, Fin.sum_univ_two]
    ring
  rw [h]
  simp only [pauli_completeness, Pi.sub_apply, Pi.smul_apply, smul_eq_mul, spinSwap]
  fin_cases s <;> fin_cases t <;> simp [Fin.sum_univ_two] <;> ring

variable [DecidableEq X]

/-- The contact operator `D`, which keeps only the amplitudes with both electrons at the
same position. -/
def contact (ψ : TwoElectron X) : TwoElectron X :=
  fun a b => if a.1 = b.1 then ψ a b else 0

/-- The two-electron Darwin and spin-spin contact terms `D (-π - (8π/3) s₁ · s₂)`, in atomic
units without the factor `α²`. -/
def breitContact (ψ : TwoElectron X) : TwoElectron X :=
  contact ((-(π : ℂ)) • ψ - (8 * (π : ℂ) / 3) • spinDot ψ)

/-- For an antisymmetric wave function, spin exchange changes the sign of the amplitudes at
equal positions. -/
theorem contact_spinSwap {ψ : TwoElectron X} (hψ : Antisymmetric ψ) :
    contact (spinSwap ψ) = -contact ψ := by
  funext ⟨x, s⟩ ⟨y, t⟩
  by_cases h : x = y
  · subst h
    simpa [contact, spinSwap] using hψ (x, s) (x, t)
  · simp [contact, h]

/-- On an antisymmetric wave function the Darwin and spin-spin contact terms together act as
`π D`, and `D` gives zero if the wave function is also symmetric under spin exchange. -/
theorem breitContact_eq {ψ : TwoElectron X} (hψ : Antisymmetric ψ) :
    breitContact ψ = (π : ℂ) • contact ψ ∧ (spinSwap ψ = ψ → contact ψ = 0) := by
  constructor
  · funext a b
    have h := congrFun (congrFun (contact_spinSwap hψ) a) b
    simp only [breitContact, spinDot_eq]
    by_cases hab : a.1 = b.1
    · simp only [contact, if_pos hab, Pi.neg_apply, Pi.sub_apply, Pi.smul_apply,
        smul_eq_mul] at h ⊢
      linear_combination (-(4 * (π : ℂ) / 3)) * h
    · simp [contact, hab]
  · intro hs
    -- the amplitude at equal positions equals its own negative
    have h0 := contact_spinSwap hψ
    rw [hs] at h0
    funext a b
    have h := congrFun (congrFun h0 a) b
    simp only [Pi.neg_apply] at h
    change contact ψ a b = 0
    linear_combination h / 2

/-- For an antisymmetric wave function, `D` sees only the singlet part, the part that is odd
under spin exchange. -/
theorem contact_singletPart {ψ : TwoElectron X} (hψ : Antisymmetric ψ) :
    contact ((1 / 2 : ℂ) • (ψ - spinSwap ψ)) = contact ψ := by
  funext a b
  have h := congrFun (congrFun (contact_spinSwap hψ) a) b
  by_cases hab : a.1 = b.1
  · simp only [contact, if_pos hab, Pi.neg_apply, Pi.sub_apply, Pi.smul_apply,
      smul_eq_mul] at h ⊢
    linear_combination (-1 / 2 : ℂ) * h
  · simp [contact, hab]

/-- On a wave function symmetric under spin exchange, with no assumption on particle exchange,
the same contact terms act as `-(5π/3) D`. -/
theorem breitContact_of_spinSymmetric {ψ : TwoElectron X} (hs : spinSwap ψ = ψ) :
    breitContact ψ = (-(5 * (π : ℂ) / 3)) • contact ψ := by
  funext a b
  simp only [breitContact, spinDot_eq, hs]
  by_cases hab : a.1 = b.1
  · simp only [contact, if_pos hab, Pi.sub_apply, Pi.smul_apply, smul_eq_mul]
    ring
  · simp [contact, hab]

variable [Fintype X]

/-- The matrix element `⟨ψ| D (-π - (8π/3) s₁ · s₂) |ψ⟩` on a finite set of positions. -/
def contactEnergy (ψ : TwoElectron X) : ℂ :=
  ∑ a, ∑ b, conj (ψ a b) * breitContact ψ a b

/-- For an antisymmetric wave function the contact energy is `2π` times the sum over positions
of the squared amplitude for spin up and spin down at the same place. -/
theorem contactEnergy_eq {ψ : TwoElectron X} (hψ : Antisymmetric ψ) :
    contactEnergy ψ =
      2 * (π : ℂ) * ∑ x, (Complex.normSq (ψ (x, 0) (x, 1)) : ℂ) := by
  -- the contact operator removes the sum over the second position
  have h (a : X × Fin 2) : ∑ b, conj (ψ a b) * breitContact ψ a b =
      (π : ℂ) * ∑ t, conj (ψ a (a.1, t)) * ψ a (a.1, t) := by
    rw [(breitContact_eq hψ).1, Fintype.sum_prod_type, Finset.sum_eq_single a.1]
    · simp only [contact, Pi.smul_apply, smul_eq_mul, if_true, Fin.sum_univ_two]
      ring
    · intro y _ hy
      simp [contact, Ne.symm hy]
    · simp
  have hdiag (a : X × Fin 2) : ψ a a = 0 := by
    linear_combination hψ a a / 2
  simp only [contactEnergy, h]
  rw [Fintype.sum_prod_type, Finset.mul_sum]
  refine Finset.sum_congr rfl fun x _ => ?_
  simp only [Fin.sum_univ_two, hdiag, hψ (x, 0) (x, 1), map_neg, map_zero,
    Complex.normSq_eq_conj_mul_self]
  ring

/-- Two electrons with opposite spins in one orbital `φ`, coupled to a singlet. -/
def closedShell (φ : X → ℂ) : TwoElectron X :=
  fun a b => φ a.1 * φ b.1 * (!![0, 1; -1, 0] : Matrix (Fin 2) (Fin 2) ℂ) a.2 b.2 /
    ((√2 : ℝ) : ℂ)

/-- The closed-shell pair is antisymmetric, and its contact energy is `π ∑ |φ|⁴`. -/
theorem closedShell_energy (φ : X → ℂ) :
    Antisymmetric (closedShell φ) ∧
      contactEnergy (closedShell φ) = (π : ℂ) * ∑ x, (Complex.normSq (φ x) : ℂ) ^ 2 := by
  have hanti : Antisymmetric (closedShell φ) := by
    rintro ⟨x, s⟩ ⟨y, t⟩
    fin_cases s <;> fin_cases t <;> simp [closedShell] <;> ring
  refine ⟨hanti, ?_⟩
  have h (x : X) : Complex.normSq (closedShell φ (x, 0) (x, 1)) =
      Complex.normSq (φ x) ^ 2 / 2 := by
    simp [closedShell]
    ring
  rw [contactEnergy_eq hanti, Finset.mul_sum, Finset.mul_sum]
  refine Finset.sum_congr rfl fun x _ => ?_
  rw [h]
  push_cast
  ring

end

end BreitPauliContact
```

```lean
#print axioms BreitPauliContact.contact_singletPart
#print axioms BreitPauliContact.breitContact_of_spinSymmetric
#print axioms BreitPauliContact.closedShell_energy
```

```
'BreitPauliContact.contact_singletPart' depends on axioms: [propext, Classical.choice, Quot.sound]
'BreitPauliContact.breitContact_of_spinSymmetric' depends on axioms: [propext, Classical.choice, Quot.sound]
'BreitPauliContact.closedShell_energy' depends on axioms: [propext, Classical.choice, Quot.sound]
```

## Wave functions and operators

A wave function $\psi$ assigns a complex amplitude $\psi(xs,yt)$ to the first electron at position $x$ with spin $s$ and the second at position $y$ with spin $t$. This is the type `TwoElectron X`. A spin index in `Fin 2` is 0 for up and 1 for down, and the component index $k$ in `Fin 3` runs over the three Cartesian directions.

The spin matrices are $\sigma^k/2$, in units of $\hbar$. `spinOne k` applies one of them to the spin index of the first electron, `spinTwo k` to that of the second, and `spinDot` sums the products over $k$, which gives $\mathbf s_1\cdot\mathbf s_2$. Its singlet and triplet eigenvalues are not put in by hand.

Two different exchanges occur. The hypothesis `Antisymmetric ψ` is the Pauli principle, in which position and spin move together:

$$\psi(yt,xs)=-\psi(xs,yt).$$

The operator `spinSwap`, written $P$ below, exchanges the spins and leaves the positions in place:

$$(P\psi)(xs,yt)=\psi(xt,ys).$$

Functions with $P\psi=\psi$ are triplets, and functions with $P\psi=-\psi$ are singlets.

With `contact` for $D$, the operator `breitContact` is

$$B=D\left(-\pi-\frac{8\pi}{3}\,\mathbf s_1\cdot\mathbf s_2\right).$$

The theorem `breitContact_eq` says that an antisymmetric $\psi$ satisfies $B\psi=\pi D\psi$, and that $P\psi=\psi$ then implies $D\psi=0$. The theorem `contact_singletPart` adds that $D\psi$ is unchanged when $\psi$ is replaced by its singlet part $\tfrac12(\psi-P\psi)$. As statements about amplitudes these hold for any set $X$, finite or not, but $D$ stands for the delta function only if the positions are discrete. The energies further down are defined for a finite $X$.

## The physics behind the two coefficients

Both coefficients are taken from the Breit-Pauli Hamiltonian in atomic units, with the common factor $\alpha^2$ left out. They are inputs, and the reduction from a relativistic theory is not carried out here.

The term $-\pi$ is the two-electron Darwin term. Each electron responds to the Coulomb potential of the other as if its position were smeared out over a small region, which gives $\tfrac18\nabla^2(1/r_{12})=-\tfrac{\pi}{2}\,\delta(\mathbf r_1-\mathbf r_2)$ per electron. The term $-\tfrac{8\pi}{3}\,\mathbf s_1\cdot\mathbf s_2$ is the contact part of the magnetic interaction between the two spin moments, with $g=2$.

On a grid with cell volume $v$, the delta function corresponds to $D/v$ when the amplitudes are normalised by plain sums. The continuum limit is not treated, and neither are the remaining Breit-Pauli terms, such as the dipolar spin-spin and spin-orbit interactions.

For an antisymmetric state, the result means that the sum of the two contact terms can be obtained from a single expectation value of the contact operator with coefficient $+\pi$, shown here for two electrons on a discrete set of positions. The sign is opposite to that of the Darwin term alone.

## Dirac's identity from the Pauli matrices

The first step is the completeness relation

$$\sum_k\sigma^k_{ss'}\sigma^k_{tt'}=2\,\delta_{st'}\delta_{ts'}-\delta_{ss'}\delta_{tt'}.$$

There are three cases.

- If neither spin flips, so that $s'=s$ and $t'=t$, only $\sigma_z$ contributes. The left side is $+1$ for $s=t$ and $-1$ for $s\neq t$, which equals $2\delta_{st}-1$.
- If exactly one spin flips, every product on the left contains a zero entry, and both terms on the right vanish.
- If both spins flip, $\sigma_x$ contributes $1$. The contribution of $\sigma_y$ is $(\pm i)^2=-1$ for $s=t$ and $(-i)(i)=1$ for $s\neq t$. The sum is $0$ or $2$, as on the right.

In `pauli_completeness`, the calls to `fin_cases` go through all sixteen choices of the four indices, and `simp` and `norm_num` evaluate each one.

Since $\mathbf s_1\cdot\mathbf s_2$ contains two factors $\tfrac12$, its action on an amplitude is

$$(\mathbf s_1\cdot\mathbf s_2\,\psi)(xs,yt)=\frac14\sum_{s',t'}\Big(\sum_k\sigma^k_{ss'}\sigma^k_{tt'}\Big)\psi(xs',yt')=\frac14\big(2\psi(xt,ys)-\psi(xs,yt)\big).$$

This is Dirac's identity $\mathbf s_1\cdot\mathbf s_2=\tfrac12P-\tfrac14$, stated as `spinDot_eq`. Its proof first establishes the middle expression, with the Pauli matrices collected in front of each amplitude, then inserts the completeness relation and checks the four choices of $s$ and $t$. The usual eigenvalues follow: $\tfrac14$ for $P=1$ and $-\tfrac34$ for $P=-1$.

## The Pauli principle at equal positions

When both electrons are at the same position $x$, exchanging the electrons is the same as exchanging their spins. Antisymmetry therefore gives

$$(P\psi)(xs,xt)=\psi(xt,xs)=-\psi(xs,xt).$$

At different positions $D$ returns zero on both sides, so $DP\psi=-D\psi$. The lemma `contact_spinSwap` makes the same distinction with `by_cases h : x = y` and uses the hypothesis only in the first case.

Inserting Dirac's identity into $B$ gives

$$B\psi=D\left(-\pi+\frac{2\pi}{3}-\frac{4\pi}{3}P\right)\psi=-\frac{\pi}{3}D\psi-\frac{4\pi}{3}DP\psi.$$

With $DP\psi=-D\psi$ this becomes

$$B\psi=\left(-\frac{\pi}{3}+\frac{4\pi}{3}\right)D\psi=\pi D\psi.$$

In the first half of `breitContact_eq`, the step `linear_combination (-(4 * (π : ℂ) / 3)) * h` does this substitution: `h` is the relation between $DP\psi$ and $D\psi$ at one pair of arguments, and its multiplier is the coefficient of $P$.

For the second half, let $P\psi=\psi$. Then $D\psi=DP\psi=-D\psi$, so $2D\psi=0$ and $D\psi=0$. The proof rewrites `contact_spinSwap` with the spin symmetry and divides by two.

The singlet part is handled in the same way:

$$D\,\tfrac12(\psi-P\psi)=\tfrac12(D\psi+D\psi)=D\psi.$$

An antisymmetric $\psi$ may well have a triplet part, but that part vanishes wherever the two positions coincide.

## Two spins up at one position

Without antisymmetry, both conclusions of `breitContact_eq` fail. Choose a position $x$ and let $\psi(x0,x0)=1$, with all other amplitudes zero. This puts two spin-up electrons at the same place. The function is symmetric under spin exchange, yet $D\psi=\psi\neq0$. Moreover $\mathbf s_1\cdot\mathbf s_2\,\psi=\tfrac14\psi$, so

$$B\psi=\left(-\pi-\frac{2\pi}{3}\right)\psi=-\frac{5\pi}{3}\psi,$$

which is not $\pi D\psi$. The theorem `breitContact_of_spinSymmetric` gives the factor $-5\pi/3$ for every spin-symmetric function, with nothing assumed about particle exchange. Its proof sets $P\psi=\psi$ in the formula for $B\psi$ above.

The same formula shows how much antisymmetry the factor $\pi$ needs: $B\psi=\pi D\psi$ holds exactly when $DP\psi=-D\psi$, which is antisymmetry at equal positions only.

The spin symmetry in the second conclusion also matters. The singlet with $\psi(x0,x1)=1/\sqrt2$, $\psi(x1,x0)=-1/\sqrt2$ and all other amplitudes zero is antisymmetric, and $D\psi=\psi$ is not zero.

## Contact energy and the closed shell

For finite $X$, `contactEnergy` is the matrix element $\langle\psi|B|\psi\rangle$. It is the expectation value if $\psi$ is normalised; otherwise it has to be divided by $\langle\psi|\psi\rangle$. For antisymmetric $\psi$,

$$\langle\psi|B|\psi\rangle=\pi\sum_x\sum_{s,t}|\psi(xs,xt)|^2.$$

The terms with $s=t$ vanish, because $\psi(xs,xs)=-\psi(xs,xs)$. The two terms with opposite spins are equal, because their amplitudes differ only in sign. Hence

$$\langle\psi|B|\psi\rangle=2\pi\sum_x|\psi(x0,x1)|^2,$$

so the energy is real and not negative. In `contactEnergy_eq`, the step with `Finset.sum_eq_single a.1` reduces the sum over the second position to the one term that $D$ keeps, `hdiag` removes the equal-spin amplitudes, and the hypothesis at `(x, 0) (x, 1)` relates the two that remain.

The function `closedShell φ` places two electrons in one orbital $\varphi$ and couples their spins to a singlet:

$$\psi(xs,yt)=\varphi(x)\varphi(y)\,\frac{\epsilon_{st}}{\sqrt2},\qquad \epsilon_{01}=1,\quad \epsilon_{10}=-1,\quad \epsilon_{00}=\epsilon_{11}=0.$$

It is normalised when $\sum_x|\varphi(x)|^2=1$, although the theorem `closedShell_energy` does not assume this. The sign of $\epsilon$ makes the function antisymmetric, which the proof checks for the four spin combinations. The amplitude for opposite spins at the same place satisfies $|\psi(x0,x1)|^2=|\varphi(x)|^4/2$, so the general formula gives

$$\langle\psi|B|\psi\rangle=\pi\sum_x|\varphi(x)|^4.$$

In the file, $|\varphi(x)|^4$ appears as the square of `Complex.normSq (φ x)`, since `Complex.normSq` is already the squared modulus. For a normalised orbital on a grid, dividing by the cell volume $v$ and restoring $\alpha^2$ turns the sum into the discrete form of $\pi\alpha^2\int|\varphi(\mathbf r)|^4\,d^3r$.
